# The Bose factor at positive reduced energy as a geometric series of Boltzmann factors

For a real number x > 0 and any real constant c, the lemma states that the terms c·exp(−(n + 1)x), with n = 0, 1, 2, …, sum to c/(exp x − 1). In physics, 1/(exp x − 1) is the mean occupation of a single mode of non-interacting bosons, where x is the mode's energy measured from the chemical potential and divided by the thermal energy. The lemma itself concerns only the series, with x and c as plain real numbers. The attempt takes Mathlib's geometric series with ratio exp(−x), multiplies it by c·exp(−x), and then tries to match both the terms and the sum with those in the statement.

As first written in Lean, the proof fails:

```lean
import Mathlib

open Set Filter MeasureTheory
open scoped Real Topology

namespace HasSumBose

noncomputable section

/-- For `x > 0` the Bose factor times any constant `c` is the sum over `n` of `c` times the
Boltzmann factor `exp (-(n + 1) x)`. -/
theorem hasSum_bose (c : ℝ) {x : ℝ} (hx : 0 < x) :
    HasSum (fun n : ℕ => c * Real.exp (-(((n : ℝ) + 1) * x))) (c / (Real.exp x - 1)) := by
  have hr : Real.exp (-x) < 1 := Real.exp_lt_one (by linarith)
  have hE : Real.exp x * Real.exp (-x) = 1 := by
    rw [← Real.exp_add, add_neg_cancel, Real.exp_zero]
  have h1 : Real.exp x - 1 ≠ 0 := (sub_pos.mpr (Real.one_lt_exp_iff.mpr hx)).ne'
  have h := (hasSum_geometric_of_lt_one (Real.exp_pos (-x)).le hr).mul_left (c * Real.exp (-x))
  convert h using 1
  · funext n
    rw [← Real.exp_nat_mul, mul_assoc, ← Real.exp_add]
    congr 2
    ring
  · rw [← div_eq_mul_inv, div_eq_div_iff h1 (sub_pos.mpr hr).ne']
    linear_combination (-c) * hE

end

end HasSumBose
```

Lean reports:

```
Main.lean:14:33: error(lean.unknownIdentifier): Unknown constant `Real.exp_lt_one`
Main.lean:20:4: error: Tactic `apply` failed: could not unify the conclusion of `@funext`
  ?f = ?g
with the goal
  Real.instAddCommMonoid =
    CommRing.toNonUnitalCommRing.toNonUnitalNonAssocCommRing.toNonUnitalNonAssocSemiring.toAddCommMonoid

Note: The full type of `@funext` is
  ∀ {α : Sort ?u.69} {β : α → Sort ?u.68} {f g : (x : α) → β x}, (∀ (x : α), f x = g x) → f = g

case e'_3
c x : ℝ
hx : 0 < x
hr : rexp (-x) < 1
hE : rexp x * rexp (-x) = 1
h1 : rexp x - 1 ≠ 0
h : HasSum (fun i => c * rexp (-x) * rexp (-x) ^ i) (c * rexp (-x) * (1 - rexp (-x))⁻¹)
⊢ Real.instAddCommMonoid =
    CommRing.toNonUnitalCommRing.toNonUnitalNonAssocCommRing.toNonUnitalNonAssocSemiring.toAddCommMonoid
Main.lean:24:8: error: Tactic `rewrite` failed: Did not find an occurrence of the pattern
  ?a * ?b⁻¹
in the target expression
  (fun n => c * rexp (-((↑n + 1) * x))) = fun i => c * rexp (-x) * rexp (-x) ^ i

case e'_5
c x : ℝ
hx : 0 < x
hr : rexp (-x) < 1
hE : rexp x * rexp (-x) = 1
h1 : rexp x - 1 ≠ 0
h : HasSum (fun i => c * rexp (-x) * rexp (-x) ^ i) (c * rexp (-x) * (1 - rexp (-x))⁻¹)
⊢ (fun n => c * rexp (-((↑n + 1) * x))) = fun i => c * rexp (-x) * rexp (-x) ^ i
Main.lean:13:88: error: unsolved goals
case e'_6
c x : ℝ
hx : 0 < x
hr : rexp (-x) < 1
hE : rexp x * rexp (-x) = 1
h1 : rexp x - 1 ≠ 0
h : HasSum (fun i => c * rexp (-x) * rexp (-x) ^ i) (c * rexp (-x) * (1 - rexp (-x))⁻¹)
⊢ c / (rexp x - 1) = c * rexp (-x) * (1 - rexp (-x))⁻¹
```

Cause. The first error is a wrong name: Lean finds no constant `Real.exp_lt_one`. The repair uses the equivalence `Real.exp_lt_one_iff`, whose `.mpr` direction turns −x < 0 into exp(−x) < 1.

The other three errors have one source. `convert h using 1` left three goals, but the proof had bullets for two. The extra goal, which came first, asked that two `AddCommMonoid` structures on the reals be equal. So `funext` met an equation between structures instead of functions, the second bullet's `rw` met the equation between the terms, which contains no `?a * ?b⁻¹`, and the equation between the sums was left unsolved.

The repair drops `convert`. It proves the two intended equations as `hf` and `hv`, rewrites the goal with them, and closes it with `exact h`, which accepts the two structures as equal by definition. The proof of `hv` is the old second bullet unchanged. The proof of `hf` is rewritten, but the old steps after `funext` never ran, so the messages don't show whether they would have worked.

As a diff, the version that Lean accepts:

```diff
@@ -12,16 +12,19 @@
 theorem hasSum_bose (c : ℝ) {x : ℝ} (hx : 0 < x) :
     HasSum (fun n : ℕ => c * Real.exp (-(((n : ℝ) + 1) * x))) (c / (Real.exp x - 1)) := by
-  have hr : Real.exp (-x) < 1 := Real.exp_lt_one (by linarith)
+  have hr : Real.exp (-x) < 1 := Real.exp_lt_one_iff.mpr (by linarith)
   have hE : Real.exp x * Real.exp (-x) = 1 := by
     rw [← Real.exp_add, add_neg_cancel, Real.exp_zero]
   have h1 : Real.exp x - 1 ≠ 0 := (sub_pos.mpr (Real.one_lt_exp_iff.mpr hx)).ne'
   have h := (hasSum_geometric_of_lt_one (Real.exp_pos (-x)).le hr).mul_left (c * Real.exp (-x))
-  convert h using 1
-  · funext n
-    rw [← Real.exp_nat_mul, mul_assoc, ← Real.exp_add]
-    congr 2
-    ring
-  · rw [← div_eq_mul_inv, div_eq_div_iff h1 (sub_pos.mpr hr).ne']
+  have hf : (fun n : ℕ => c * Real.exp (-(((n : ℝ) + 1) * x)))
+      = fun n : ℕ => c * Real.exp (-x) * Real.exp (-x) ^ n := by
+    funext n
+    have e : -(((n : ℝ) + 1) * x) = -x + (n : ℝ) * (-x) := by ring
+    rw [e, Real.exp_add, Real.exp_nat_mul, mul_assoc]
+  have hv : c / (Real.exp x - 1) = c * Real.exp (-x) * (1 - Real.exp (-x))⁻¹ := by
+    rw [← div_eq_mul_inv, div_eq_div_iff h1 (sub_pos.mpr hr).ne']
     linear_combination (-c) * hE
+  rw [hf, hv]
+  exact h
 
 end
```
